# A polynomial in an additive amplitude that factorises over N ≥ 2 identical fragments is constant

If each of N identical fragments has amplitude x and the amplitudes add, a polynomial f of the total amplitude factorises over the fragments when f(Nx) = f(x)^N. The lemma states that if this holds for one fixed N ≥ 2 and every x in an infinite integral domain, then f has `natDegree` zero, so it is a constant, possibly zero. The statement concerns the polynomial alone; no Hamiltonian or wavefunction appears in it. The proof turns the equality of values into an equality of polynomials and compares degrees: with d the degree of f, the left side has degree at most d and the right side has degree Nd, which forces d = 0.

In Lean, a first try:

```lean
import Mathlib

open Polynomial
open scoped Kronecker

namespace TruncatedExponentialSeparability

noncomputable section

/-- Over an infinite integral domain, if a polynomial factorises over `N ≥ 2` identical fragments,
for every fragment amplitude, then its `natDegree` is zero. -/
theorem natDegree_eq_zero_of_identical_fragments {R : Type*} [CommRing R] [IsDomain R]
    [Infinite R] (f : R[X]) {N : ℕ} (hN : 2 ≤ N)
    (h : ∀ x : R, f.eval ((N : R) * x) = f.eval x ^ N) : f.natDegree = 0 := by
  -- equality of values at all points is equality of polynomials
  have hp : f.comp (C (N : R) * X) = f ^ N := by
    apply Polynomial.funext
    intro x
    simpa only [eval_comp, eval_mul, eval_C, eval_X, eval_pow] using h x
  -- compare degrees: at most `deg f` on the left, `N * deg f` on the right
  have hd := congrArg natDegree hp
  rw [natDegree_comp, natDegree_pow] at hd
  have h2 := Nat.mul_le_mul_left f.natDegree (natDegree_C_mul_X_le (N : R))
  have h3 := Nat.mul_le_mul_right f.natDegree hN
  rw [hd] at h2
  linarith

end

end TruncatedExponentialSeparability
```

Messages:

```
Main.lean:23:46: error(lean.unknownIdentifier): Unknown identifier `natDegree_C_mul_X_le`
Main.lean:14:76: error: unsolved goals
R : Type u_1
inst✝² : CommRing R
inst✝¹ : IsDomain R
inst✝ : Infinite R
f : R[X]
N : ℕ
hN : 2 ≤ N
h : ∀ (x : R), eval (↑N * x) f = eval x f ^ N
hp : f.comp (C ↑N * X) = f ^ N
hd : f.natDegree * (C ↑N * X).natDegree = N * f.natDegree
⊢ f.natDegree = 0
```

This version goes through:

```diff
@@ -21,5 +21,7 @@
   have hd := congrArg natDegree hp
   rw [natDegree_comp, natDegree_pow] at hd
-  have h2 := Nat.mul_le_mul_left f.natDegree (natDegree_C_mul_X_le (N : R))
+  have h1 : (C (N : R) * X).natDegree ≤ 1 :=
+    (natDegree_C_mul_le (N : R) X).trans natDegree_X_le
+  have h2 := Nat.mul_le_mul_left f.natDegree h1
   have h3 := Nat.mul_le_mul_right f.natDegree hN
   rw [hd] at h2
```

The first message says that Lean found no declaration called `natDegree_C_mul_X_le` under the namespaces open in this file. The term defining `h2` therefore could not be elaborated.

The second message follows from the first. The goal it prints is the one reached just before `h2`, with neither `h2` nor `h3` in the context, so it doesn't point to a separate gap in the argument.

The missing fact is that `C (N : R) * X` has degree at most 1. The repair proves it as `h1` from two lemmas that do exist: `natDegree_C_mul_le` says that multiplying by a constant does not raise the degree, and `natDegree_X_le` bounds the degree of `X` by 1. `.trans` chains the two inequalities.

`h2` now takes `h1` in place of the unknown name, and the rest of the proof is unchanged. Rewriting with `hd` turns `h2` into Nd ≤ d · 1, `h3` gives 2d ≤ Nd, and `linarith` concludes that d = 0.
